# Chiral symmetry of a finite matrix Hamiltonian from commuting time-reversal and particle-hole symmetries

Q: Time reversal and particle-hole conjugation are antiunitary, so neither is a matrix. Yet your statement is about matrices \(A\) and \(B\). What do they stand for?

A: Fix a finite orthonormal basis for the one-particle or Bogoliubov–de Gennes amplitudes, on which both operations act antiunitarily, and let \(K\) be complex conjugation of the components in it. Time reversal is \(AK\) and particle-hole conjugation is \(BK\), with \(A\) and \(B\) unitary. Write \(\bar M\) for the entrywise conjugate of \(M\), which is `cc M` in Lean. Since \(KMK=\bar M\), conjugating the Hamiltonian \(H\) by \(AK\) gives \(A\bar HA^\dagger\), and the product of the two operations is
\[
(AK)(BK)=A\bar B=:G .
\]
The two conjugations cancel, so \(G\) is an ordinary matrix, called `chiral A B`.

```lean
import Mathlib

open Matrix

namespace ChiralFromTimeReversalParticleHole

noncomputable section

variable {n : Type*} [Fintype n] [DecidableEq n]

/-- The entrywise complex conjugate of a matrix. -/
def cc (M : Matrix n n ℂ) : Matrix n n ℂ := M.map (starRingEnd ℂ)

/-- `H` is invariant under the antiunitary operation "conjugate, then apply `A`". -/
def TimeReversal (A H : Matrix n n ℂ) : Prop := A * cc H * Aᴴ = H

/-- `H` changes sign under the antiunitary operation "conjugate, then apply `B`". -/
def ParticleHole (B H : Matrix n n ℂ) : Prop := B * cc H * Bᴴ = -H

/-- The matrix of the product of the two antiunitary operations given by `A` and `B`. -/
def chiral (A B : Matrix n n ℂ) : Matrix n n ℂ := A * cc B
```

Q: Is \(H\) then any Bogoliubov–de Gennes Hamiltonian?

A: It is any finite complex square matrix; Hermiticity is never used. The same \(H\) stands on both sides of each symmetry condition. For a Bloch Hamiltonian, where both operations send \(k\) to \(-k\), the conditions relate \(H(k)\) to \(H(-k)\). The theorem applies to \(H(k)\) alone when these two matrices are equal, for instance at \(k=0\). Otherwise one can apply it to the block-diagonal matrix of \(H(k)\) and \(H(-k)\), or to the full real-space matrix of a finite system.

Q: Show me the anticommutation by hand.

A: Multiply \(A\bar HA^\dagger=H\) on the right by \(A\), and \(B\bar HB^\dagger=-H\) by \(B\):
\[
A\bar H=HA,\qquad B\bar H=-HB .
\]
Conjugating the second relation gives \(\bar BH=-\bar H\bar B\). Hence
\[
GH=A\bar BH=-A\bar H\bar B=-HA\bar B=-HG .
\]

Q: And the square?

A: Suppose the antiunitary operations square to numbers, \(A\bar A=s\) and \(B\bar B=r\). Conjugating \(BB^\dagger=1\) gives \(\bar BB^T=1\), so \(B=B\bar BB^T=rB^T\) and \(\bar BB=r\bar BB^T=r\). Therefore
\[
G\,(B\bar A)=A(\bar BB)\bar A=r\,A\bar A=sr .
\]
If the operations commute, \(A\bar B=B\bar A\), the second factor is \(G\) itself and \(G^2=sr\).

Q: You call \(s\) and \(r\) signs, but Lean declares them as complex numbers.

A: The sign property is derived. As for \(B\), unitarity gives \(A=sA^T\). Transposing gives \(A^T=sA\), so \(A=s^2A\), and multiplying by \(A^\dagger\) leaves \(s^2=1\). This needs at least one basis state, which is the assumption `Nonempty n`. The first three lemmas below supply the rules for conjugation, `eq_smul_transpose` is \(A=sA^T\), and `square_is_sign` reads \(s^2=1\) off a diagonal entry.

```lean
omit [DecidableEq n] in
/-- Complex conjugation respects matrix products. -/
theorem cc_mul (M N : Matrix n n ℂ) : cc (M * N) = cc M * cc N := by
  ext i j
  simp [cc, Matrix.mul_apply, map_sum]

omit [Fintype n] [DecidableEq n] in
/-- Conjugating a matrix twice gives it back. -/
theorem cc_cc (M : Matrix n n ℂ) : cc (cc M) = M := by
  ext i j
  simp [cc]

/-- The conjugate of a unitary matrix has the transpose as its inverse. -/
theorem cc_mul_transpose {A : Matrix n n ℂ} (hA : A ∈ unitaryGroup n ℂ) :
    cc A * Aᵀ = 1 := by
  have h := congrArg cc (mem_unitaryGroup_iff.mp hA)
  have e1 : cc (star A) = Aᵀ := by
    ext i j
    simp [cc, Matrix.star_apply]
  have e2 : cc (1 : Matrix n n ℂ) = 1 := by
    ext i j
    by_cases hij : i = j <;> simp [cc, Matrix.one_apply, hij]
  rwa [cc_mul, e1, e2] at h

/-- If an antiunitary operation squares to the number `s`, its unitary matrix equals
`s` times its own transpose. -/
theorem eq_smul_transpose {A : Matrix n n ℂ} {s : ℂ} (hA : A ∈ unitaryGroup n ℂ)
    (hs : A * cc A = s • (1 : Matrix n n ℂ)) : A = s • Aᵀ := by
  calc A = A * (cc A * Aᵀ) := by rw [cc_mul_transpose hA, mul_one]
    _ = s • Aᵀ := by rw [← mul_assoc, hs, smul_mul_assoc, one_mul]

/-- If an antiunitary operation squares to a number, that number is `1` or `-1`. -/
theorem square_is_sign [Nonempty n] {A : Matrix n n ℂ} {s : ℂ}
    (hA : A ∈ unitaryGroup n ℂ) (hs : A * cc A = s • (1 : Matrix n n ℂ)) :
    s = 1 ∨ s = -1 := by
  have hU : A * star A = 1 := mem_unitaryGroup_iff.mp hA
  have h1 := eq_smul_transpose hA hs
  have h2 : Aᵀ = s • A := by
    have h := congrArg Matrix.transpose h1
    rwa [Matrix.transpose_smul, Matrix.transpose_transpose] at h
  -- transposing twice multiplies by `s * s`
  have h3 : (s * s) • (1 : Matrix n n ℂ) = 1 := by
    calc (s * s) • (1 : Matrix n n ℂ) = ((s * s) • A) * star A := by
          rw [smul_mul_assoc, hU]
      _ = A * star A := by rw [mul_smul, ← h2, ← h1]
      _ = 1 := hU
  obtain ⟨i⟩ := ‹Nonempty n›
  have h4 : s * s = 1 := by
    simpa only [Matrix.smul_apply, Matrix.one_apply_eq, smul_eq_mul, mul_one] using
      congrFun (congrFun h3 i) i
  exact mul_self_eq_one_iff.mp h4
```

Q: Does the anticommutation need both symmetries?

A: Not in general: \(G\) can anticommute with \(H\) while both symmetries fail. But once time reversal holds, anticommutation with \(G\) is equivalent to particle-hole symmetry. For the converse, start from \(A\bar BH=-HA\bar B=-A\bar H\bar B\), cancel \(A\) with \(A^\dagger\), conjugate, and multiply on the right by \(B^\dagger\). In the proof, `t` is \(A\bar H=HA\), while `h1` and `h2` are the relation for \(B\) with and without the extra conjugation. The two bullets are the two directions.

```lean
/-- For a time-reversal invariant `H`, the product matrix anticommutes with `H` exactly
when `H` has the particle-hole symmetry. -/
theorem anticommutes_iff_particleHole {A B H : Matrix n n ℂ}
    (hA : A ∈ unitaryGroup n ℂ) (hB : B ∈ unitaryGroup n ℂ) (hT : TimeReversal A H) :
    chiral A B * H = -(H * chiral A B) ↔ ParticleHole B H := by
  have hA' : Aᴴ * A = 1 := mem_unitaryGroup_iff'.mp hA
  have hB' : Bᴴ * B = 1 := mem_unitaryGroup_iff'.mp hB
  have hBB : B * Bᴴ = 1 := mem_unitaryGroup_iff.mp hB
  have hT' : A * cc H * Aᴴ = H := hT
  have cc_neg : ∀ M : Matrix n n ℂ, cc (-M) = -cc M := by
    intro M
    ext i j
    simp [cc]
  -- moving `H` through `A` conjugates it
  have t : A * cc H = H * A := by
    calc A * cc H = A * cc H * Aᴴ * A := by rw [mul_assoc (A * cc H), hA', mul_one]
      _ = H * A := by rw [hT']
  constructor
  · intro h
    have h' : A * cc B * H = -(H * (A * cc B)) := h
    have h1 : cc B * H = -(cc H * cc B) := by
      calc cc B * H = Aᴴ * (A * cc B * H) := by
            rw [mul_assoc A, ← mul_assoc Aᴴ, hA', one_mul]
        _ = Aᴴ * (-(H * (A * cc B))) := by rw [h']
        _ = -(Aᴴ * (H * A) * cc B) := by simp only [mul_neg, mul_assoc]
        _ = -((Aᴴ * A) * cc H * cc B) := by
            rw [← t]
            simp only [mul_assoc]
        _ = -(cc H * cc B) := by rw [hA', one_mul]
    have h2 : B * cc H = -(H * B) := by
      have h3 := congrArg cc h1
      rwa [cc_mul, cc_neg, cc_mul, cc_cc, cc_cc] at h3
    show B * cc H * Bᴴ = -H
    rw [h2, neg_mul, mul_assoc, hBB, mul_one]
  · intro h
    have h' : B * cc H * Bᴴ = -H := h
    have h2 : B * cc H = -(H * B) := by
      calc B * cc H = B * cc H * Bᴴ * B := by rw [mul_assoc (B * cc H), hB', mul_one]
        _ = -(H * B) := by rw [h', neg_mul]
    have h1 : cc B * H = -(cc H * cc B) := by
      have h3 := congrArg cc h2
      rwa [cc_mul, cc_neg, cc_mul, cc_cc] at h3
    show A * cc B * H = -(H * (A * cc B))
    rw [mul_assoc, h1, mul_neg, ← mul_assoc A, t, mul_assoc]
```

Q: What goes wrong if the operations do not commute?

A: The square can change. Take
\[
H=\begin{pmatrix}1&0\\0&-1\end{pmatrix},\quad
A=\begin{pmatrix}1&0\\0&i\end{pmatrix},\quad
B=\begin{pmatrix}0&1\\1&0\end{pmatrix}.
\]
Both symmetries hold and \(s=r=1\), but
\[
G=\begin{pmatrix}0&1\\i&0\end{pmatrix},\qquad G^2=i .
\]
Here \(G\) still anticommutes with \(H\). The fault is one of phase: replacing \(A\) by \(e^{-i\pi/4}A\) makes the operations commute and restores \(G^2=1\).

The next theorem says that \(G^2=sr\) holds exactly when \(A\bar B=B\bar A\). Its step `key` is the identity \(G(B\bar A)=sr\), and `hL` provides the left inverse \(B^TA^\dagger\) of \(G\). If \(G^2=sr\), then \(G^2=G(B\bar A)\), and cancelling \(G\) gives the commutation condition.

```lean
/-- When the two antiunitary operations square to `s` and `r`, their product squares to
`s * r` exactly when they commute. -/
theorem chiral_square_iff {A B : Matrix n n ℂ} {s r : ℂ}
    (hA : A ∈ unitaryGroup n ℂ) (hB : B ∈ unitaryGroup n ℂ)
    (hs : A * cc A = s • (1 : Matrix n n ℂ)) (hr : B * cc B = r • (1 : Matrix n n ℂ)) :
    chiral A B * chiral A B = (s * r) • (1 : Matrix n n ℂ) ↔ A * cc B = B * cc A := by
  have hA' : Aᴴ * A = 1 := mem_unitaryGroup_iff'.mp hA
  have hBt : Bᵀ * cc B = 1 := mul_eq_one_comm.mp (cc_mul_transpose hB)
  have hB2 : cc B * B = r • (1 : Matrix n n ℂ) := by
    calc cc B * B = cc B * (r • Bᵀ) := by rw [← eq_smul_transpose hB hr]
      _ = r • (1 : Matrix n n ℂ) := by rw [mul_smul_comm, cc_mul_transpose hB]
  -- the two orders of the product always multiply to `s * r`
  have key : chiral A B * (B * cc A) = (s * r) • (1 : Matrix n n ℂ) := by
    calc chiral A B * (B * cc A) = A * (cc B * B) * cc A := by
          simp only [chiral, mul_assoc]
      _ = r • (A * cc A) := by rw [hB2, mul_smul_comm, mul_one, smul_mul_assoc]
      _ = (s * r) • (1 : Matrix n n ℂ) := by rw [hs, smul_smul, mul_comm r s]
  have hL : Bᵀ * Aᴴ * chiral A B = 1 := by
    show Bᵀ * Aᴴ * (A * cc B) = 1
    rw [mul_assoc, ← mul_assoc Aᴴ, hA', one_mul, hBt]
  constructor
  · intro h
    have e : chiral A B * chiral A B = chiral A B * (B * cc A) := h.trans key.symm
    have c : chiral A B = B * cc A := by
      calc chiral A B = (Bᵀ * Aᴴ * chiral A B) * chiral A B := by rw [hL, one_mul]
        _ = Bᵀ * Aᴴ * (chiral A B * chiral A B) := mul_assoc _ _ _
        _ = Bᵀ * Aᴴ * (chiral A B * (B * cc A)) := by rw [e]
        _ = B * cc A := by rw [← mul_assoc, hL, one_mul]
    exact c
  · intro h
    have h' : chiral A B = B * cc A := h
    exact (congrArg (fun M => chiral A B * M) h').trans key
```

Q: So what does the main theorem say in words?

A: Let \(A\) and \(B\) be unitary, let \(H\) satisfy `TimeReversal A H` and `ParticleHole B H`, let the operations square to \(s\) and \(r\), and let them commute. Then \(G\) is unitary, \(GH=-HG\), and \(G^2=sr\), where a number means that multiple of the identity, written `(s * r) • 1` in the code. The proof adds only the unitarity of \(\bar B\), and hence of \(A\bar B\), to the two equivalences.

```lean
/-- Commuting time-reversal and particle-hole symmetries with squares `s` and `r` combine
into a unitary matrix that anticommutes with `H` and squares to `s * r`. -/
theorem chiral_symmetry {A B H : Matrix n n ℂ} {s r : ℂ}
    (hA : A ∈ unitaryGroup n ℂ) (hB : B ∈ unitaryGroup n ℂ)
    (hT : TimeReversal A H) (hC : ParticleHole B H)
    (hs : A * cc A = s • (1 : Matrix n n ℂ)) (hr : B * cc B = r • (1 : Matrix n n ℂ))
    (hcomm : A * cc B = B * cc A) :
    chiral A B ∈ unitaryGroup n ℂ ∧ chiral A B * H = -(H * chiral A B) ∧
      chiral A B * chiral A B = (s * r) • (1 : Matrix n n ℂ) := by
  have hcB : cc B ∈ unitaryGroup n ℂ := by
    have e : star (cc B) = Bᵀ := by
      ext i j
      simp [cc, Matrix.star_apply]
    rw [mem_unitaryGroup_iff, e]
    exact cc_mul_transpose hB
  exact ⟨mul_mem hA hcB, (anticommutes_iff_particleHole hA hB hT).mpr hC,
    (chiral_square_iff hA hB hs hr).mpr hcomm⟩
```

Q: Many texts require a chiral operator to square to \(+1\). Yours may square to \(-1\).

A: That is a phase convention. When \(sr=-1\), the matrix \(iG\) is also unitary, anticommutes with \(H\), and squares to \(+1\).

Q: What is this good for in a calculation?

A: For a finite mean-field Hamiltonian with both symmetries, \(Hv=Ev\) implies \(H(Gv)=-E\,Gv\), and \(Gv\ne0\) because \(G\) is unitary. So nonzero levels come in pairs \(\pm E\), which is a useful check on a numerical spectrum. For Hermitian \(H\) particle-hole symmetry alone already gives this pairing, through the antiunitary map \(v\mapsto B\bar v\); \(G\) gives it through a linear one. There is also a constraint on \(G\). If \(H\) has an inverse \(K\) (the name used in the proof, no longer conjugation), then \(G=GHK=-HGK\). Cycling the trace gives \(\operatorname{tr}G=-\operatorname{tr}(KHG)=-\operatorname{tr}G\), so \(\operatorname{tr}G=0\).

```lean
/-- If `H` has both symmetries and is invertible, the product matrix has zero trace. -/
theorem trace_chiral_eq_zero {A B H : Matrix n n ℂ}
    (hA : A ∈ unitaryGroup n ℂ) (hB : B ∈ unitaryGroup n ℂ)
    (hT : TimeReversal A H) (hC : ParticleHole B H) (hH : IsUnit H) :
    (chiral A B).trace = 0 := by
  have ha := (anticommutes_iff_particleHole hA hB hT).mpr hC
  obtain ⟨K, hK⟩ := hH.exists_right_inv
  have hK' : K * H = 1 := mul_eq_one_comm.mp hK
  -- the trace of the product matrix equals its own negative
  have h : (chiral A B).trace = -(chiral A B).trace := by
    calc (chiral A B).trace = (chiral A B * H * K).trace := by
          rw [mul_assoc, hK, mul_one]
      _ = -(H * chiral A B * K).trace := by rw [ha, neg_mul, Matrix.trace_neg]
      _ = -(K * (H * chiral A B)).trace := by rw [Matrix.trace_mul_comm]
      _ = -(chiral A B).trace := by rw [← mul_assoc, hK', one_mul]
  linear_combination (1 / 2 : ℂ) * h
```

Q: Try one basis state. A \(1\times1\) unitary has no zero trace.

A: Nor is \(H\) invertible there. For \(H=h\), time reversal gives \(\bar h=h\) and particle-hole symmetry gives \(\bar h=-h\), so \(h=0\). Both squares are \(|A|^2=|B|^2=1\), and commutation makes the phase \(G=A\bar B\) real. Thus \(G=\pm1\) and \(G^2=1\), as the main theorem requires.

Q: Is there a superconducting example with \(H\ne0\)?

A: The two-level singlet pairing Hamiltonian, with real energy \(\xi\) and real gap \(\Delta\):
\[
H=\begin{pmatrix}\xi&\Delta\\ \Delta&-\xi\end{pmatrix},\quad
A=1,\quad B=\begin{pmatrix}0&1\\-1&0\end{pmatrix}.
\]
Since \(H\) is real, time reversal is immediate, and \(BHB^\dagger=-H\) follows by multiplication. The two components are a spin-up particle and a spin-down hole. In this reduced basis \(AK\) and \(BK\) are time reversal and particle-hole conjugation, each combined with a half-turn of the spin about the \(y\) axis, which is why \(AK\) squares to \(+1\) although time reversal of a single electron squares to \(-1\). Here \(s=1\), \(r=-1\) and \(G=B\), so \(G^2=-1\). The last theorem verifies every hypothesis for all real \(\xi\) and \(\Delta\), first replacing \(\bar H\) by \(H\) and then comparing the matrices entry by entry.

```lean
/-- The two-level pairing Hamiltonian with real energy `ξ` and real gap `Δ`. -/
def singletBdG (ξ Δ : ℝ) : Matrix (Fin 2) (Fin 2) ℂ := !![(ξ : ℂ), Δ; Δ, -ξ]

/-- The matrix exchanging particle and hole components with a relative sign. -/
def singletSwap : Matrix (Fin 2) (Fin 2) ℂ := !![0, 1; -1, 0]

/-- The two-level pairing Hamiltonian, with `A = 1` and `B = singletSwap`, meets all
hypotheses of `chiral_symmetry` with `s = 1` and `r = -1`. -/
theorem chiral_symmetry_witness (ξ Δ : ℝ) :
    (1 : Matrix (Fin 2) (Fin 2) ℂ) ∈ unitaryGroup (Fin 2) ℂ ∧
    singletSwap ∈ unitaryGroup (Fin 2) ℂ ∧
    TimeReversal 1 (singletBdG ξ Δ) ∧ ParticleHole singletSwap (singletBdG ξ Δ) ∧
    (1 : Matrix (Fin 2) (Fin 2) ℂ) * cc 1 = (1 : ℂ) • 1 ∧
    singletSwap * cc singletSwap = (-1 : ℂ) • 1 ∧
    1 * cc singletSwap = singletSwap * cc 1 := by
  -- the Hamiltonian is real
  have hH : cc (singletBdG ξ Δ) = singletBdG ξ Δ := by
    ext i j
    fin_cases i <;> fin_cases j <;> simp [cc, singletBdG]
  refine ⟨one_mem _, mem_unitaryGroup_iff.mpr ?_, ?_, ?_, ?_, ?_, ?_⟩
  all_goals
    try unfold TimeReversal
    try unfold ParticleHole
    try rw [hH]
    ext i j
    fin_cases i <;> fin_cases j <;>
      simp [cc, singletBdG, singletSwap, Matrix.mul_apply, Fin.sum_univ_two,
        Matrix.star_apply, Matrix.one_apply]

end

end ChiralFromTimeReversalParticleHole
```

```lean
#print axioms ChiralFromTimeReversalParticleHole.square_is_sign
#print axioms ChiralFromTimeReversalParticleHole.chiral_symmetry
#print axioms ChiralFromTimeReversalParticleHole.trace_chiral_eq_zero
```

```
'ChiralFromTimeReversalParticleHole.square_is_sign' depends on axioms: [propext, Classical.choice, Quot.sound]
'ChiralFromTimeReversalParticleHole.chiral_symmetry' depends on axioms: [propext, Classical.choice, Quot.sound]
'ChiralFromTimeReversalParticleHole.trace_chiral_eq_zero' depends on axioms: [propext, Classical.choice, Quot.sound]
```
